# An N-electron state in a finite orbital basis has spin N/2 exactly when it contains no singlet pair

## Can a state of lower spin hide its singlet pairs?

Three electrons in three different orbitals can couple to a quartet or to a doublet. The quartet component with $S_z=1/2$ contains electrons of opposite spin, just as the doublet does, so opposite spins alone don't signal a lowered total spin. I would like to use singlet pairs as the signal instead. But total spin belongs to all $N$ electrons at once, while a singlet pair involves only two. Could the amplitudes in a correlated state interfere so that no singlet pair can be removed, either from a single orbital or from two different ones, although the total spin is below $N/2$?

## The shortfall of S² is a sum of singlet-pair weights

No. The shortfall is a sum of squared norms, so nothing can cancel between different pairs of orbitals.

Let $a_{ps}$ annihilate an electron in spatial orbital $p$ with spin $s$. The anticommutation relations are $\{a_{ps},a_{qt}\}=0$ and $\{a_{ps},a_{qt}^\dagger\}=\delta_{pq}\delta_{st}$. Define

$$T_{pq}=\frac{a_{q\downarrow}a_{p\uparrow}-a_{q\uparrow}a_{p\downarrow}}{\sqrt2},\qquad E_{st}=\sum_p a_{ps}^\dagger a_{pt}.$$

Expanding the product gives

$$2T_{pq}^\dagger T_{pq}=a_{p\uparrow}^\dagger a_{q\downarrow}^\dagger a_{q\downarrow}a_{p\uparrow}+a_{p\downarrow}^\dagger a_{q\uparrow}^\dagger a_{q\uparrow}a_{p\downarrow}-a_{p\uparrow}^\dagger a_{q\downarrow}^\dagger a_{q\uparrow}a_{p\downarrow}-a_{p\downarrow}^\dagger a_{q\uparrow}^\dagger a_{q\downarrow}a_{p\uparrow}.$$

In the first two terms, moving $a_{ps}$ left past $a_{qt}$ and $a_{qt}^\dagger$, with $s\ne t$, produces two minus signs:

$$a_{ps}^\dagger a_{qt}^\dagger a_{qt}a_{ps}=a_{ps}^\dagger a_{ps}\,a_{qt}^\dagger a_{qt}.$$

In the last two terms the second move leaves a contraction:

$$a_{ps}^\dagger a_{qt}^\dagger a_{qs}a_{pt}=-a_{ps}^\dagger(\delta_{pq}-a_{pt}a_{qt}^\dagger)a_{qs}=a_{ps}^\dagger a_{pt}\,a_{qt}^\dagger a_{qs}-\delta_{pq}a_{ps}^\dagger a_{ps}.$$

Summing over all $p$ and $q$ yields

$$\sum_{pq}T_{pq}^\dagger T_{pq}=\tfrac12\left(E_{\uparrow\uparrow}E_{\downarrow\downarrow}+E_{\downarrow\downarrow}E_{\uparrow\uparrow}-E_{\uparrow\downarrow}E_{\downarrow\uparrow}-E_{\downarrow\uparrow}E_{\uparrow\downarrow}+\hat N\right),$$

where $\hat N=E_{\uparrow\uparrow}+E_{\downarrow\downarrow}$. With $\hbar=1$, the spin components are $S_x=\frac12(E_{\uparrow\downarrow}+E_{\downarrow\uparrow})$, $S_y=-\frac i2(E_{\uparrow\downarrow}-E_{\downarrow\uparrow})$ and $S_z=\frac12(E_{\uparrow\uparrow}-E_{\downarrow\downarrow})$. Hence

$$S_x^2+S_y^2=\tfrac12(E_{\uparrow\downarrow}E_{\downarrow\uparrow}+E_{\downarrow\uparrow}E_{\uparrow\downarrow}),\qquad \tfrac14\hat N^2-S_z^2=\tfrac12(E_{\uparrow\uparrow}E_{\downarrow\downarrow}+E_{\downarrow\downarrow}E_{\uparrow\uparrow}).$$

Combining these,

$$\tfrac14\hat N(\hat N+2)-S^2=\sum_{pq}T_{pq}^\dagger T_{pq}.$$

If $\hat N\psi=n\psi$, the first term acts on $\psi$ as $\frac n2(\frac n2+1)$. Taking the inner product with $\psi$ gives

$$\langle\psi|S^2|\psi\rangle=\tfrac n2\left(\tfrac n2+1\right)\|\psi\|^2-\sum_{pq}\|T_{pq}\psi\|^2.$$

If $S^2\psi=\frac n2(\frac n2+1)\psi$, the last sum is zero, and so is each of its non-negative terms: $T_{pq}\psi=0$ for all $p,q$. Conversely, if every $T_{pq}\psi$ vanishes, the operator identity applied to $\psi$ returns the eigenvalue equation.

The sum runs over ordered pairs, and $T_{pq}=T_{qp}$, so two different orbitals contribute twice. For $p=q$, $T_{pp}=\sqrt2\,a_{p\downarrow}a_{p\uparrow}$ detects double occupation.

For a normalised pure state of $n$ electrons in a finite orbital basis, the sum of weights is the trace of the singlet part of the two-particle density matrix, when the whole matrix is scaled to have trace $n(n-1)$. Together with the electron number $n$, that part therefore determines $\langle S^2\rangle$.

### What the Lean statements say about electrons

The finite type `ι` labels spatial orbitals, and `d` labels the basis of the many-electron space. Each `a p s` is a complex square matrix, `ᴴ` is the adjoint, and `IsCAR a` contains the two anticommutation relations, which every theorem except the closing one-orbital example assumes. These stand for Fermi statistics and for orthonormal spatial orbitals shared by both spins. Describing a real molecule this way still requires truncating its one-electron space to such a finite set.

`transfer a s t` is $E_{st}$, `number a` is $\hat N$, and `singletPair a p q` is $T_{pq}$. The theorem `spin_deficit_eq_singlet_pairs` is the operator identity. In `maximal_spin_iff_no_singlet_pairs`, the hypothesis `hN` says that $\psi$ has exactly `n` electrons; a superposition of different electron numbers is excluded. "Maximal spin" means the eigenvalue equation for $S^2$ with spin $n/2$. No Hamiltonian enters, and $\psi$ need not be a single determinant, so it may be correlated.

The vector need not be normalised: `sqNorm ψ` is $\|\psi\|^2$, and for nonzero $\psi$ the usual expectation value follows by dividing `spin_expectation` by it. `spin_expectation_le` then bounds that value by $\frac n2(\frac n2+1)$.

```lean
import Mathlib

open Matrix

namespace SingletPairsAndMaximalSpin

noncomputable section

/-- The two spin directions of an electron. -/
inductive Spin
  | up
  | down
  deriving DecidableEq

open Spin

variable {ι d : Type*} [Fintype ι] [DecidableEq ι] [Fintype d] [DecidableEq d]

/-- The canonical anticommutation relations for annihilators `a p s` of an electron in
spatial orbital `p` with spin `s`. -/
structure IsCAR (a : ι → Spin → Matrix d d ℂ) : Prop where
  anti : ∀ p q s t, a p s * a q t + a q t * a p s = 0
  mixed : ∀ p q s t, a p s * (a q t)ᴴ + (a q t)ᴴ * a p s = if p = q ∧ s = t then 1 else 0

/-- The collective operator `∑ₚ aₚₛ* aₚₜ`, which turns spin `t` into spin `s`. -/
def transfer (a : ι → Spin → Matrix d d ℂ) (s t : Spin) : Matrix d d ℂ :=
  ∑ p, (a p s)ᴴ * a p t

/-- The electron number operator. -/
def number (a : ι → Spin → Matrix d d ℂ) : Matrix d d ℂ :=
  transfer a up up + transfer a down down

/-- The x component of the total spin. -/
def spinX (a : ι → Spin → Matrix d d ℂ) : Matrix d d ℂ :=
  (1 / 2 : ℂ) • (transfer a up down + transfer a down up)

/-- The y component of the total spin. -/
def spinY (a : ι → Spin → Matrix d d ℂ) : Matrix d d ℂ :=
  (-Complex.I / 2) • (transfer a up down - transfer a down up)

/-- The z component of the total spin. -/
def spinZ (a : ι → Spin → Matrix d d ℂ) : Matrix d d ℂ :=
  (1 / 2 : ℂ) • (transfer a up up - transfer a down down)

/-- The square of the total spin. -/
def spinSquared (a : ι → Spin → Matrix d d ℂ) : Matrix d d ℂ :=
  spinX a * spinX a + spinY a * spinY a + spinZ a * spinZ a

/-- The operator `T_pq` that removes a singlet pair from the orbitals `p` and `q`. -/
def singletPair (a : ι → Spin → Matrix d d ℂ) (p q : ι) : Matrix d d ℂ :=
  ((√2 : ℝ) : ℂ)⁻¹ • (a q down * a p up - a q up * a p down)

/-- The squared norm of a state vector. -/
def sqNorm (v : d → ℂ) : ℝ := ∑ i, ‖v i‖ ^ 2

omit [Fintype ι] in
/-- For annihilators satisfying `IsCAR` and opposite spins, the direct product of four operators is
a product of two occupation numbers. -/
theorem direct_term {a : ι → Spin → Matrix d d ℂ} (h : IsCAR a) (p q : ι) {s t : Spin}
    (hst : s ≠ t) :
    (a p s)ᴴ * (a q t)ᴴ * (a q t * a p s) = (a p s)ᴴ * a p s * ((a q t)ᴴ * a q t) := by
  have e1 := h.anti q p t s
  have e2 := h.mixed p q s t
  rw [if_neg (fun hh => hst hh.2)] at e2
  linear_combination (norm := noncomm_ring)
    (a p s)ᴴ * (a q t)ᴴ * e1 - (a p s)ᴴ * e2 * a q t

omit [Fintype ι] in
/-- For annihilators satisfying `IsCAR` and any two spins, the exchange product of four operators is
a product of two one-electron operators, each acting within one orbital, less an occupation number
when the orbitals coincide. -/
theorem exchange_term {a : ι → Spin → Matrix d d ℂ} (h : IsCAR a) (p q : ι) (s t : Spin) :
    (a p s)ᴴ * (a q t)ᴴ * (a q s * a p t) =
      (a p s)ᴴ * a p t * ((a q t)ᴴ * a q s) - if p = q then (a p s)ᴴ * a p s else 0 := by
  have e1 := h.anti q p s t
  have e2 := h.mixed p q t t
  by_cases hpq : p = q
  · subst hpq
    rw [if_pos ⟨rfl, rfl⟩] at e2
    rw [if_pos rfl]
    linear_combination (norm := noncomm_ring)
      (a p s)ᴴ * (a p t)ᴴ * e1 - (a p s)ᴴ * e2 * a p s
  · rw [if_neg (fun hh => hpq hh.1)] at e2
    rw [if_neg hpq]
    linear_combination (norm := noncomm_ring)
      (a p s)ᴴ * (a q t)ᴴ * e1 - (a p s)ᴴ * e2 * a q s

/-- For CAR spin-orbitals, `N(N+2)/4 - S²` is the sum of `T_pq* T_pq` over all ordered pairs of
orbitals, including `p = q`. -/
theorem spin_deficit_eq_singlet_pairs {a : ι → Spin → Matrix d d ℂ} (h : IsCAR a) :
    (1 / 4 : ℂ) • (number a * (number a + 2)) - spinSquared a =
      ∑ p, ∑ q, (singletPair a p q)ᴴ * singletPair a p q := by
  have hc : star (((√2 : ℝ) : ℂ)⁻¹) * ((√2 : ℝ) : ℂ)⁻¹ = 1 / 2 := by
    rw [star_inv₀, Complex.star_def, Complex.conj_ofReal, ← mul_inv, ← Complex.ofReal_mul,
      Real.mul_self_sqrt (by norm_num)]
    norm_num
  -- one singlet pair, expanded and reordered
  have hT : ∀ p q, (singletPair a p q)ᴴ * singletPair a p q = (1 / 2 : ℂ) •
      ((a p up)ᴴ * a p up * ((a q down)ᴴ * a q down)
        + (a p down)ᴴ * a p down * ((a q up)ᴴ * a q up)
        - (a p up)ᴴ * a p down * ((a q down)ᴴ * a q up)
        - (a p down)ᴴ * a p up * ((a q up)ᴴ * a q down)
        + (if p = q then (a p up)ᴴ * a p up else 0)
        + (if p = q then (a p down)ᴴ * a p down else 0)) := by
    intro p q
    have d1 := direct_term h p q (s := up) (t := down) (by decide)
    have d2 := direct_term h p q (s := down) (t := up) (by decide)
    have x1 := exchange_term h p q up down
    have x2 := exchange_term h p q down up
    unfold singletPair
    rw [conjTranspose_smul, Matrix.smul_mul, Matrix.mul_smul, smul_smul, hc]
    congr 1
    rw [conjTranspose_sub, conjTranspose_mul, conjTranspose_mul]
    linear_combination (norm := noncomm_ring) d1 + d2 - x1 - x2
  -- double sums are products of collective operators
  have hP : ∀ s t s' t', ∑ p, ∑ q, (a p s)ᴴ * a p t * ((a q s')ᴴ * a q t') =
      transfer a s t * transfer a s' t' := by
    intro s t s' t'
    simp only [transfer, Finset.sum_mul_sum]
  have hD : ∀ s, ∑ p, (a p s)ᴴ * a p s = transfer a s s := fun _ => rfl
  have hI : (-Complex.I / 2) * (-Complex.I / 2) = -(1 / 4) := by
    linear_combination (1 / 4) * Complex.I_mul_I
  simp only [hT, ← Finset.smul_sum, Finset.sum_add_distrib, Finset.sum_sub_distrib, hP,
    Finset.sum_ite_eq, Finset.mem_univ, if_true, hD]
  have hY : spinY a * spinY a = (-(1 / 4) : ℂ) •
      ((transfer a up down - transfer a down up) *
        (transfer a up down - transfer a down up)) := by
    rw [spinY, Matrix.smul_mul, Matrix.mul_smul, smul_smul, hI]
  rw [spinSquared, hY]
  simp only [spinX, spinZ, number, Matrix.smul_mul, Matrix.mul_smul,
    mul_add, add_mul, mul_sub, sub_mul, mul_two]
  module

/-- On a vector with `n` electrons, the amount by which `S²` falls short of its value for spin
`n/2` is produced by removing and restoring singlet pairs. -/
theorem deficit_on_vector {a : ι → Spin → Matrix d d ℂ} (h : IsCAR a) {n : ℕ} {ψ : d → ℂ}
    (hN : number a *ᵥ ψ = (n : ℂ) • ψ) :
    ((n : ℂ) / 2 * (n / 2 + 1)) • ψ - spinSquared a *ᵥ ψ =
      ∑ p, ∑ q, (singletPair a p q)ᴴ *ᵥ (singletPair a p q *ᵥ ψ) := by
  obtain ⟨f, hf⟩ : ∃ f : Matrix d d ℂ →+ (d → ℂ), ∀ M, f M = M *ᵥ ψ :=
    ⟨AddMonoidHom.mk' (fun M => M *ᵥ ψ) (fun A B => Matrix.add_mulVec A B ψ), fun _ => rfl⟩
  have key := congrArg f (spin_deficit_eq_singlet_pairs h)
  simp only [map_sum, map_sub] at key
  simp only [hf, mul_add, mul_two, Matrix.smul_mulVec, Matrix.add_mulVec,
    ← Matrix.mulVec_mulVec, hN, Matrix.mulVec_smul] at key
  refine Eq.trans ?_ key
  module

/-- For a vector with `n` electrons, the inner product `⟨ψ|S²|ψ⟩` is `n/2 (n/2 + 1) ‖ψ‖²` minus the
total weight of the singlet pairs. -/
theorem spin_expectation {a : ι → Spin → Matrix d d ℂ} (h : IsCAR a) {n : ℕ} {ψ : d → ℂ}
    (hN : number a *ᵥ ψ = (n : ℂ) • ψ) :
    star ψ ⬝ᵥ (spinSquared a *ᵥ ψ) = (((n : ℝ) / 2 * (n / 2 + 1) * sqNorm ψ
      - ∑ p, ∑ q, sqNorm (singletPair a p q *ᵥ ψ) : ℝ) : ℂ) := by
  have hn : ∀ v : d → ℂ, star v ⬝ᵥ v = (sqNorm v : ℂ) := by
    intro v
    simp only [sqNorm, dotProduct, Pi.star_apply, Complex.star_def, Complex.conj_mul',
      Complex.ofReal_sum, Complex.ofReal_pow]
  have hA : ∀ A : Matrix d d ℂ, star ψ ⬝ᵥ (Aᴴ *ᵥ (A *ᵥ ψ)) = (sqNorm (A *ᵥ ψ) : ℂ) := by
    intro A
    rw [Matrix.dotProduct_mulVec, ← Matrix.star_mulVec, hn]
  obtain ⟨g, hg⟩ : ∃ g : (d → ℂ) →+ ℂ, ∀ v, g v = star ψ ⬝ᵥ v :=
    ⟨AddMonoidHom.mk' (fun v => star ψ ⬝ᵥ v) (fun v w => dotProduct_add _ v w), fun _ => rfl⟩
  have key := congrArg g (deficit_on_vector h hN)
  simp only [map_sum, map_sub] at key
  simp only [hg, hA, dotProduct_smul, smul_eq_mul, hn] at key
  push_cast
  linear_combination -key

/-- For a vector with `n` electrons, the real part of `⟨ψ|S²|ψ⟩` is at most `n/2 (n/2 + 1) ‖ψ‖²`. -/
theorem spin_expectation_le {a : ι → Spin → Matrix d d ℂ} (h : IsCAR a) {n : ℕ} {ψ : d → ℂ}
    (hN : number a *ᵥ ψ = (n : ℂ) • ψ) :
    (star ψ ⬝ᵥ (spinSquared a *ᵥ ψ)).re ≤ (n : ℝ) / 2 * (n / 2 + 1) * sqNorm ψ := by
  rw [spin_expectation h hN, Complex.ofReal_re]
  have : 0 ≤ ∑ p, ∑ q, sqNorm (singletPair a p q *ᵥ ψ) :=
    Finset.sum_nonneg fun p _ => Finset.sum_nonneg fun q _ =>
      Finset.sum_nonneg fun i _ => sq_nonneg _
  linarith

/-- A vector with `n` electrons has the maximal total spin `n/2` exactly when no singlet pair
can be removed from it. -/
theorem maximal_spin_iff_no_singlet_pairs {a : ι → Spin → Matrix d d ℂ} (h : IsCAR a) {n : ℕ}
    {ψ : d → ℂ} (hN : number a *ᵥ ψ = (n : ℂ) • ψ) :
    spinSquared a *ᵥ ψ = ((n : ℂ) / 2 * (n / 2 + 1)) • ψ ↔
      ∀ p q, singletPair a p q *ᵥ ψ = 0 := by
  have h0 : ∀ v : d → ℂ, 0 ≤ sqNorm v := fun v => Finset.sum_nonneg fun i _ => sq_nonneg _
  constructor
  · intro hS p q
    -- the total weight of the singlet pairs vanishes, hence each weight does
    have e := spin_expectation h hN
    have hn : star ψ ⬝ᵥ ψ = (sqNorm ψ : ℂ) := by
      simp only [sqNorm, dotProduct, Pi.star_apply, Complex.star_def, Complex.conj_mul',
        Complex.ofReal_sum, Complex.ofReal_pow]
    rw [hS, dotProduct_smul, smul_eq_mul, hn] at e
    have e1 : ∑ p, ∑ q, sqNorm (singletPair a p q *ᵥ ψ) = 0 := by
      have e2 : (n : ℝ) / 2 * (n / 2 + 1) * sqNorm ψ = (n : ℝ) / 2 * (n / 2 + 1) * sqNorm ψ
          - ∑ p, ∑ q, sqNorm (singletPair a p q *ᵥ ψ) := by
        apply Complex.ofReal_injective
        push_cast at e ⊢
        exact e
      linarith
    have z1 := (Finset.sum_eq_zero_iff_of_nonneg
      (fun p _ => Finset.sum_nonneg fun q _ => h0 _)).1 e1 p (Finset.mem_univ p)
    have z2 := (Finset.sum_eq_zero_iff_of_nonneg (fun q _ => h0 _)).1 z1 q (Finset.mem_univ q)
    funext i
    have z3 := (Finset.sum_eq_zero_iff_of_nonneg (fun i _ => sq_nonneg _)).1 z2 i
      (Finset.mem_univ i)
    exact norm_eq_zero.1 ((pow_eq_zero_iff two_ne_zero).1 z3)
  · intro hT
    have key := deficit_on_vector h hN
    simp only [hT, Matrix.mulVec_zero, Finset.sum_const_zero] at key
    exact (sub_eq_zero.1 key).symm

/-- A vector with `n` electrons and no spin-down electron has total spin `n/2`. -/
theorem maximal_spin_of_all_up {a : ι → Spin → Matrix d d ℂ} (h : IsCAR a) {n : ℕ}
    {ψ : d → ℂ} (hN : number a *ᵥ ψ = (n : ℂ) • ψ) (hdown : ∀ p, a p down *ᵥ ψ = 0) :
    spinSquared a *ᵥ ψ = ((n : ℂ) / 2 * (n / 2 + 1)) • ψ := by
  refine (maximal_spin_iff_no_singlet_pairs h hN).2 fun p q => ?_
  have e : a q down * a p up = -(a p up * a q down) :=
    eq_neg_of_add_eq_zero_left (h.anti q p down up)
  rw [singletPair, e, Matrix.smul_mulVec, Matrix.sub_mulVec, Matrix.neg_mulVec,
    ← Matrix.mulVec_mulVec, ← Matrix.mulVec_mulVec, hdown, hdown]
  simp

/-- The annihilators of a single spatial orbital, in the basis empty, up, down, doubly
occupied. -/
def oneOrbital : Unit → Spin → Matrix (Fin 4) (Fin 4) ℂ
  | _, up => !![0, 1, 0, 0; 0, 0, 0, 0; 0, 0, 0, 1; 0, 0, 0, 0]
  | _, down => !![0, 0, 1, 0; 0, 0, 0, -1; 0, 0, 0, 0; 0, 0, 0, 0]

/-- The annihilators of a single spatial orbital satisfy the canonical anticommutation
relations. -/
theorem isCAR_witness : IsCAR oneOrbital := by
  constructor <;> intro p q s t <;> cases s <;> cases t <;> ext i j <;>
    simp only [Matrix.add_apply, Matrix.mul_apply, Matrix.conjTranspose_apply,
      Fin.sum_univ_four] <;>
    fin_cases i <;> fin_cases j <;> simp [oneOrbital]

end

end SingletPairsAndMaximalSpin
```

```lean
#print axioms SingletPairsAndMaximalSpin.spin_expectation_le
#print axioms SingletPairsAndMaximalSpin.maximal_spin_iff_no_singlet_pairs
#print axioms SingletPairsAndMaximalSpin.maximal_spin_of_all_up
```

```
'SingletPairsAndMaximalSpin.spin_expectation_le' depends on axioms: [propext, Classical.choice, Quot.sound]
'SingletPairsAndMaximalSpin.maximal_spin_iff_no_singlet_pairs' depends on axioms: [propext, Classical.choice, Quot.sound]
'SingletPairsAndMaximalSpin.maximal_spin_of_all_up' depends on axioms: [propext, Classical.choice, Quot.sound]
```

### From anticommutators to vanishing amplitudes

`direct_term` and `exchange_term` are the two reorderings above. In each, `linear_combination` multiplies the anticommutation relations by the remaining operators on the left and right, and `noncomm_ring` checks the result without commuting any factors. The exchange lemma treats $p=q$ and $p\ne q$ separately, which is where the contraction appears or disappears.

In the operator identity, `hT` is the expanded and reordered $T_{pq}^\dagger T_{pq}$, and `hP` turns double sums into products of the $E_{st}$. After the spin components are multiplied out, `module` compares the coefficients.

`deficit_on_vector` applies both sides to $\psi$ and uses `hN` to replace $\hat N$ by $n$. `spin_expectation` takes the inner product with $\psi$; its step `hA` is $\langle\psi|A^\dagger A|\psi\rangle=\|A\psi\|^2$.

For the forward direction of the equivalence, the proof obtains a zero total weight as `e1`. It then uses the fact that a zero sum of non-negative terms has only zero terms, first for $p$, then for $q$, and finally for the components of $T_{pq}\psi$. The reverse direction sets all pair terms to zero in `deficit_on_vector`.

`maximal_spin_of_all_up` applies the criterion to a state without spin-down electrons: after one anticommutation, both terms of $T_{pq}$ have a spin-down annihilator acting first on $\psi$. Finally, `isCAR_witness` checks, entry by entry, that the explicit $4\times4$ matrices for one orbital satisfy `IsCAR`.
